# A square-root bound on the error of a reference average from the excess work, for finitely many states

Two degenerate levels at energy zero have been sampled at $\beta=1$, but the system of interest has them split, with energies $-\ln(1+s)$ and $-\ln(1-s)$, where $0<s<1$. The populations should be $(1\pm s)/2$, not $1/2$. An observable equal to $+1$ in the first level and $-1$ in the second therefore has average $s$ in the target and $0$ in the reference.

Both partition functions equal 2, so the free energy difference vanishes, and the mean energy change over the reference is $W=-\tfrac12\ln(1-s^2)$. Since $-\ln(1-s^2)\ge s^2$, the error satisfies $s\le 2\sqrt{W/2}$: the energy cost of the switch limits the error.

For energies $U_0$ (reference) and $U_1$ (target) on a finite set of states, write $\langle\cdot\rangle_0$ and $\langle\cdot\rangle_1$ for the canonical averages, $dU=U_1-U_0$, $dF=F_1-F_0$ and $W=\langle dU\rangle_0-dF$. If $a\le A\le b$ and $\beta>0$, then
$$|\langle A\rangle_1-\langle A\rangle_0|\le(b-a)\sqrt{\beta W/2}.$$

## Finitely many states, at least one

The type `ι` lists the states, and every average is a finite sum. The step from here to a molecular simulation is the passage to integrals over continuous coordinates, which these hypotheses do not supply.

In Lean 4 with Mathlib:

```lean
import Mathlib

open Finset

namespace ReferenceAverageError

noncomputable section

variable {ι : Type*} [Fintype ι]
```

The definitions are $Z=\sum_i e^{-\beta U_i}$, $F=-\ln Z/\beta$, $p_i=e^{-\beta U_i}/Z$ and $\langle A\rangle=\sum_i p_iA_i$.

```lean
/-- The canonical partition function of the energies `U` at inverse temperature `β`. -/
def partitionFn (β : ℝ) (U : ι → ℝ) : ℝ := ∑ i, Real.exp (-β * U i)

/-- The free energy `-ln Z / β`, for `β ≠ 0` and a nonempty set of states. -/
def freeEnergy (β : ℝ) (U : ι → ℝ) : ℝ := -Real.log (partitionFn β U) / β

/-- The Boltzmann probability of state `i`, for a nonempty set of states. -/
def prob (β : ℝ) (U : ι → ℝ) (i : ι) : ℝ := Real.exp (-β * U i) / partitionFn β U

/-- The canonical average of the observable `A` in the ensemble of `U`, for a nonempty set of
states. -/
def avg (β : ℝ) (U A : ι → ℝ) : ℝ := ∑ i, prob β U i * A i
```

The name `excessWork` stands for $W$, the mean dissipated work of an instantaneous switch from $U_0$ to $U_1$.

```lean
/-- The excess work `⟨U1 - U0⟩₀ - (F1 - F0)` of a sudden switch from `U0` to `U1`,
for `β ≠ 0` and a nonempty set of states. -/
def excessWork (β : ℝ) (U0 U1 : ι → ℝ) : ℝ :=
  avg β U0 (fun i => U1 i - U0 i) - (freeEnergy β U1 - freeEnergy β U0)
```

`Nonempty ι` gives $Z>0$, hence positive probabilities with sum 1. With no states there is no ensemble, and the normalisation fails.

```lean
lemma partitionFn_pos [Nonempty ι] (β : ℝ) (U : ι → ℝ) : 0 < partitionFn β U :=
  Finset.sum_pos (fun _ _ => Real.exp_pos _) Finset.univ_nonempty

lemma prob_pos [Nonempty ι] (β : ℝ) (U : ι → ℝ) (i : ι) : 0 < prob β U i :=
  div_pos (Real.exp_pos _) (partitionFn_pos β U)

lemma sum_prob [Nonempty ι] (β : ℝ) (U : ι → ℝ) : ∑ i, prob β U i = 1 := by
  unfold prob
  rw [← Finset.sum_div]
  exact div_self (partitionFn_pos β U).ne'
```

## Finite energies, hence positive populations

Energies are real numbers, so no state is forbidden and the ratio $x=p_{0,i}/p_{1,i}$ of reference to target population is positive. A state allowed in the reference but forbidden in the target would make $W$ infinite and the bound empty.

Positivity of $x$ enters through the inequality
$$\frac{3(x-1)^2}{2(x+2)}\le x\ln x-x+1 .$$
The right side minus the left is $x\,g(x)$, with
$$g(y)=\ln y-\frac{5y^2-4y-1}{2y(y+2)},\qquad g'(y)=\frac{(y-1)^3}{y^2(y+2)^2}.$$
So $g$ falls on $(0,1]$, rises afterwards, and has its minimum $g(1)=0$. In the proof, `hd` computes the derivative, `hanti` and `hmono` give the two monotone branches, and `key` is the factorisation.

```lean
/-- A rational lower bound on the entropy function `x ln x - x + 1` for `x > 0`. -/
theorem entropy_lower_bound {x : ℝ} (hx : 0 < x) :
    3 * (x - 1) ^ 2 / (2 * (x + 2)) ≤ x * Real.log x - x + 1 := by
  obtain ⟨g, hg⟩ : ∃ g : ℝ → ℝ, g = fun y =>
      Real.log y - (5 * (y * y) - 4 * y - 1) / (2 * y * (y + 2)) := ⟨_, rfl⟩
  -- the derivative has the sign of `y - 1`
  have hd : ∀ y : ℝ, 0 < y → HasDerivAt g ((y - 1) ^ 3 / (y ^ 2 * (y + 2) ^ 2)) y := by
    intro y hy
    have hy0 : y ≠ 0 := hy.ne'
    have hy2 : y + 2 ≠ 0 := by positivity
    have hi := hasDerivAt_id' y
    have hn : HasDerivAt (fun y : ℝ => 5 * (y * y) - 4 * y - 1) (10 * y - 4) y :=
      ((((hi.fun_mul hi).const_mul 5).fun_sub (hi.const_mul 4)).sub_const 1).congr_deriv
        (by ring)
    have hm : HasDerivAt (fun y : ℝ => 2 * y * (y + 2)) (4 * y + 4) y :=
      ((hi.const_mul 2).fun_mul (hi.add_const 2)).congr_deriv (by ring)
    rw [hg]
    refine ((Real.hasDerivAt_log hy0).fun_sub
      (hn.fun_div hm (by positivity))).congr_deriv ?_
    field_simp
    ring
  have h1 : g 1 = 0 := by rw [hg]; norm_num
  have hgx : 0 ≤ g x := by
    rw [← h1]
    rcases le_total x 1 with h | h
    · have hanti : AntitoneOn g (Set.Ioc 0 1) := by
        refine antitoneOn_of_deriv_nonpos (convex_Ioc 0 1)
          (fun y hy => (hd y hy.1).continuousAt.continuousWithinAt)
          (fun y hy => (hd y (interior_subset hy).1).differentiableAt.differentiableWithinAt)
          (fun y hy => ?_)
        have hy' : y ∈ Set.Ioc (0 : ℝ) 1 := interior_subset hy
        rw [(hd y hy'.1).deriv]
        have h3 : 0 ≤ (1 - y) ^ 3 := pow_nonneg (sub_nonneg.2 hy'.2) 3
        exact div_nonpos_of_nonpos_of_nonneg (by linarith [h3]) (by positivity)
      exact hanti ⟨hx, h⟩ ⟨one_pos, le_rfl⟩ h
    · have hpos : ∀ y ∈ Set.Ici (1 : ℝ), 0 < y := fun y hy => lt_of_lt_of_le one_pos hy
      have hmono : MonotoneOn g (Set.Ici 1) := by
        refine monotoneOn_of_deriv_nonneg (convex_Ici 1)
          (fun y hy => (hd y (hpos y hy)).continuousAt.continuousWithinAt)
          (fun y hy =>
            (hd y (hpos y (interior_subset hy))).differentiableAt.differentiableWithinAt)
          (fun y hy => ?_)
        have hy' : y ∈ Set.Ici (1 : ℝ) := interior_subset hy
        rw [(hd y (hpos y hy')).deriv]
        exact div_nonneg (pow_nonneg (sub_nonneg.2 hy') 3) (by positivity)
      exact hmono (Set.mem_Ici.2 le_rfl) h h
  have key : x * Real.log x - x + 1 - 3 * (x - 1) ^ 2 / (2 * (x + 2)) = x * g x := by
    have hx2 : x + 2 ≠ 0 := by positivity
    rw [hg]
    field_simp
    ring
  linarith [mul_nonneg hx.le hgx]
```

## A nonzero inverse temperature

The final bounds are stated for $\beta>0$, the usual case; the proofs use only $\beta\ne0$, to divide by $\beta$ in $F$. At $\beta=0$ this free energy is undefined, while both laws are uniform and the averages agree.

Since $\ln p_i=-\beta U_i-\ln Z$,
$$\sum_i p_{0,i}\ln\frac{p_{0,i}}{p_{1,i}}=\beta\langle dU\rangle_0+\ln Z_1-\ln Z_0=\beta W,$$
because $\beta\,dF=\ln Z_0-\ln Z_1$. In the code, `hl` is the logarithm of the Boltzmann probability and `hF` removes the division.

```lean
/-- For `β ≠ 0`, `β` times the excess work is the relative entropy of the reference
ensemble with respect to the target ensemble. -/
theorem excessWork_eq_relative_entropy [Nonempty ι] {β : ℝ} (hβ : β ≠ 0) (U0 U1 : ι → ℝ) :
    β * excessWork β U0 U1 = ∑ i, prob β U0 i * Real.log (prob β U0 i / prob β U1 i) := by
  have hl : ∀ (U : ι → ℝ) i,
      Real.log (prob β U i) = -β * U i - Real.log (partitionFn β U) := fun U i => by
    unfold prob
    rw [Real.log_div (Real.exp_pos _).ne' (partitionFn_pos β U).ne', Real.log_exp]
  have hF : ∀ U : ι → ℝ, β * freeEnergy β U = -Real.log (partitionFn β U) := fun U => by
    unfold freeEnergy
    field_simp
  have hs : ∑ i, prob β U0 i * Real.log (prob β U0 i / prob β U1 i)
      = β * avg β U0 (fun i => U1 i - U0 i)
        + (Real.log (partitionFn β U1) - Real.log (partitionFn β U0)) * ∑ i, prob β U0 i := by
    unfold avg
    rw [Finset.mul_sum, Finset.mul_sum, ← Finset.sum_add_distrib]
    refine Finset.sum_congr rfl fun i _ => ?_
    rw [Real.log_div (prob_pos β U0 i).ne' (prob_pos β U1 i).ne', hl, hl]
    ring
  rw [hs, sum_prob]
  unfold excessWork
  linear_combination hF U0 - hF U1
```

Now put $x=p_{0,i}/p_{1,i}$ in the scalar inequality, multiply by $p_{1,i}$ and sum. The terms $-p_{0,i}+p_{1,i}$ cancel by normalisation, which leaves
$$\sum_i\frac{3(p_{0,i}-p_{1,i})^2}{2(p_{0,i}+2p_{1,i})}\le\beta W.$$
The statewise version is `hpt`.

```lean
/-- For `β ≠ 0`, a weighted squared distance between the two Boltzmann laws is at most
`β` times the excess work. -/
theorem distance_le_excessWork [Nonempty ι] {β : ℝ} (hβ : β ≠ 0) (U0 U1 : ι → ℝ) :
    ∑ i, 3 * (prob β U0 i - prob β U1 i) ^ 2 / (2 * (prob β U0 i + 2 * prob β U1 i))
      ≤ β * excessWork β U0 U1 := by
  have hpt : ∀ p q : ℝ, 0 < p → 0 < q →
      3 * (p - q) ^ 2 / (2 * (p + 2 * q)) ≤ p * Real.log (p / q) - (p - q) := by
    intro p q hp hq
    have h := mul_le_mul_of_nonneg_left (entropy_lower_bound (div_pos hp hq)) hq.le
    have hpq : q * (p / q) = p := by field_simp
    have e1 : q * (3 * (p / q - 1) ^ 2 / (2 * (p / q + 2)))
        = 3 * (p - q) ^ 2 / (2 * (p + 2 * q)) := by
      have hs : p + 2 * q ≠ 0 := by positivity
      have hr : p / q + 2 = (p + 2 * q) / q := by field_simp
      rw [hr]
      field_simp
    have e2 : q * (p / q * Real.log (p / q) - p / q + 1)
        = p * Real.log (p / q) - (p - q) := by
      linear_combination (Real.log (p / q) - 1) * hpq
    rwa [e1, e2] at h
  refine (Finset.sum_le_sum fun i _ =>
    hpt _ _ (prob_pos β U0 i) (prob_pos β U1 i)).trans_eq ?_
  rw [Finset.sum_sub_distrib, Finset.sum_sub_distrib, sum_prob, sum_prob,
    excessWork_eq_relative_entropy hβ]
  ring
```

## Bounds on the observable

The next estimate needs no bounds on $A$. For any constant $c$, normalisation gives $\langle A\rangle_1-\langle A\rangle_0=\sum_i(p_{1,i}-p_{0,i})(A_i-c)$. Cauchy–Schwarz with weights $w_i=\tfrac23(p_{0,i}+2p_{1,i})$ then yields
$$(\langle A\rangle_1-\langle A\rangle_0)^2\le\beta W\,\frac{2\langle(A-c)^2\rangle_0+4\langle(A-c)^2\rangle_1}{3}.$$

The Mathlib lemma used here, `Finset.sum_sq_le_sum_mul_sum_of_sq_le_mul`, takes three sequences $r,f,g$ with $f,g\ge0$ and $r_i^2\le f_ig_i$, and returns $(\sum r_i)^2\le(\sum f_i)(\sum g_i)$. Here $r_i=(p_{1,i}-p_{0,i})(A_i-c)$, $f_i=(p_{0,i}-p_{1,i})^2/w_i$ and $g_i=w_i(A_i-c)^2$, so the condition holds with equality and no square roots of weights appear.

```lean
/-- For `β ≠ 0`, any observable `A` and any constant `c`, the squared error of the reference average
is at most `β` times the excess work times `(2 ⟨(A - c)²⟩₀ + 4 ⟨(A - c)²⟩₁) / 3`. -/
theorem sq_error_le [Nonempty ι] {β : ℝ} (hβ : β ≠ 0) (U0 U1 A : ι → ℝ) (c : ℝ) :
    (avg β U1 A - avg β U0 A) ^ 2 ≤ β * excessWork β U0 U1 *
      ((2 * avg β U0 (fun i => (A i - c) ^ 2) + 4 * avg β U1 (fun i => (A i - c) ^ 2)) / 3) := by
  -- both laws are normalised, so `A` may be shifted by `c`
  have hr : ∑ i, (prob β U1 i - prob β U0 i) * (A i - c) = avg β U1 A - avg β U0 A := by
    have h : ∑ i, (prob β U1 i - prob β U0 i) * (A i - c) = avg β U1 A - avg β U0 A
        - c * (∑ i, prob β U1 i - ∑ i, prob β U0 i) := by
      unfold avg
      rw [← Finset.sum_sub_distrib, ← Finset.sum_sub_distrib, Finset.mul_sum,
        ← Finset.sum_sub_distrib]
      exact Finset.sum_congr rfl fun i _ => by ring
    rw [h, sum_prob, sum_prob]
    ring
  have hw : ∑ i, 2 * (prob β U0 i + 2 * prob β U1 i) / 3 * (A i - c) ^ 2
      = (2 * avg β U0 (fun i => (A i - c) ^ 2)
        + 4 * avg β U1 (fun i => (A i - c) ^ 2)) / 3 := by
    unfold avg
    rw [Finset.mul_sum, Finset.mul_sum, ← Finset.sum_add_distrib, Finset.sum_div]
    exact Finset.sum_congr rfl fun i _ => by ring
  have hnn : ∀ i, 0 ≤ 2 * (prob β U0 i + 2 * prob β U1 i) / 3 * (A i - c) ^ 2 := fun i => by
    have h0 := prob_pos β U0 i
    have h1 := prob_pos β U1 i
    positivity
  rw [← hr, ← hw]
  -- Cauchy-Schwarz with the weights `2 (p0 + 2 p1) / 3`
  refine (Finset.sum_sq_le_sum_mul_sum_of_sq_le_mul Finset.univ
    (f := fun i => 3 * (prob β U0 i - prob β U1 i) ^ 2
      / (2 * (prob β U0 i + 2 * prob β U1 i)))
    (fun i _ => ?_) (fun i _ => hnn i) (fun i _ => ?_)).trans
    (mul_le_mul_of_nonneg_right (distance_le_excessWork hβ U0 U1)
      (Finset.sum_nonneg fun i _ => hnn i))
  · have h0 := prob_pos β U0 i
    have h1 := prob_pos β U1 i
    positivity
  · have h0 := prob_pos β U0 i
    have h1 := prob_pos β U1 i
    have hs : prob β U0 i + 2 * prob β U1 i ≠ 0 := by positivity
    refine le_of_eq ?_
    field_simp
    ring
```

The hypothesis `hA` says $a\le A_i\le b$ in every state. With $c=(a+b)/2$,
$$(A_i-c)^2=\tfrac14(b-a)^2-(A_i-a)(b-A_i)\le\tfrac14(b-a)^2.$$
This is `hdev` after averaging. The last factor in the previous estimate is then at most $(b-a)^2/2$, and a square root finishes the argument. If $A$ may leave $[a,b]$, the bound can fail: in the opening example, $a=b=0$ would make the right side zero while the error is $s$.

```lean
/-- For `β > 0` and an observable with `a ≤ A ≤ b`, replacing the target average by the
reference average costs at most `(b - a) √(β (⟨dU⟩₀ - dF) / 2)`. -/
theorem reference_average_error [Nonempty ι] {β : ℝ} (hβ : 0 < β) (U0 U1 A : ι → ℝ)
    {a b : ℝ} (hA : ∀ i, a ≤ A i ∧ A i ≤ b) :
    |avg β U1 A - avg β U0 A| ≤ (b - a) * √(β * excessWork β U0 U1 / 2) := by
  have hab : 0 ≤ b - a := by
    obtain ⟨i⟩ := ‹Nonempty ι›
    linarith [(hA i).1, (hA i).2]
  have hK : 0 ≤ β * excessWork β U0 U1 := by
    refine le_trans (Finset.sum_nonneg fun i _ => ?_) (distance_le_excessWork hβ.ne' U0 U1)
    have h0 := prob_pos β U0 i
    have h1 := prob_pos β U1 i
    positivity
  -- deviations from the midpoint are at most half the range
  have hdev : ∀ U : ι → ℝ, avg β U (fun i => (A i - (a + b) / 2) ^ 2) ≤ (b - a) ^ 2 / 4 := by
    intro U
    calc avg β U (fun i => (A i - (a + b) / 2) ^ 2)
        ≤ ∑ i, prob β U i * ((b - a) ^ 2 / 4) := by
          refine Finset.sum_le_sum fun i _ =>
            mul_le_mul_of_nonneg_left ?_ (prob_pos β U i).le
          nlinarith [mul_nonneg (sub_nonneg.2 (hA i).1) (sub_nonneg.2 (hA i).2)]
      _ = (b - a) ^ 2 / 4 := by rw [← Finset.sum_mul, sum_prob, one_mul]
  have hsq : (avg β U1 A - avg β U0 A) ^ 2
      ≤ (b - a) ^ 2 * (β * excessWork β U0 U1 / 2) := by
    refine (sq_error_le hβ.ne' U0 U1 A ((a + b) / 2)).trans ?_
    refine (mul_le_mul_of_nonneg_left (c := (b - a) ^ 2 / 2) ?_ hK).trans_eq (by ring)
    linarith [hdev U0, hdev U1]
  have h := Real.abs_le_sqrt hsq
  rwa [Real.sqrt_mul (sq_nonneg _), Real.sqrt_sq hab] at h
```

Taking $A$ to be 1 on a set $S$ and 0 elsewhere bounds the change in its population. This is Pinsker's inequality for strictly positive laws on a finite set.

```lean
/-- For `β > 0`, the population of any set `S` of states differs between the two ensembles
by at most `√(β (⟨dU⟩₀ - dF) / 2)`. -/
theorem population_error [Nonempty ι] {β : ℝ} (hβ : 0 < β) (U0 U1 : ι → ℝ) (S : Finset ι) :
    |∑ i ∈ S, prob β U1 i - ∑ i ∈ S, prob β U0 i| ≤ √(β * excessWork β U0 U1 / 2) := by
  classical
  have h := reference_average_error hβ U0 U1 (fun i => if i ∈ S then 1 else 0)
    (a := 0) (b := 1) (fun i => by split_ifs <;> norm_num)
  have hS : ∀ U : ι → ℝ, avg β U (fun i => if i ∈ S then 1 else 0) = ∑ i ∈ S, prob β U i :=
    fun U => by simp [avg, Finset.sum_ite_mem]
  rwa [hS, hS, sub_zero, one_mul] at h
```

## A prefactor below one half

The opening example also shows that the $1/2$ under the root is optimal. The letter $c$ now denotes a candidate replacement for it.

```lean
/-- Two-state energies `-ln(1 + s)` and `-ln(1 - s)`, for `-1 < s < 1`. -/
def tilted (s : ℝ) : Fin 2 → ℝ := ![-Real.log (1 + s), -Real.log (1 - s)]
```

The condition $c\ge0$ keeps the root real, and $s^2<1-2c$ can be met with $s>0$ exactly when $c<1/2$. From $\ln x\le x-1$ at $x=1/(1-s^2)$,
$$cW\le\frac{2c}{1-s^2}\Big(\frac s2\Big)^2<\Big(\frac s2\Big)^2,$$
so $2\sqrt{cW}<s$, and the bound with $c$ fails. At $s=0$ both sides vanish and there is no violation. The code evaluates $W$ in `hW` and estimates it in `hb` and `hlt`.

```lean
/-- The factor 1/2 under the root is optimal: with `c ≥ 0` in its place, the bound fails at
`β = 1` for the observable `±1` when two degenerate levels are tilted by `s > 0` with
`s² < 1 - 2c`. -/
theorem one_half_optimal {c s : ℝ} (hc : 0 ≤ c) (hs : 0 < s) (h : s ^ 2 < 1 - 2 * c) :
    2 * √(c * excessWork 1 (fun _ => 0) (tilted s))
      < |avg 1 (tilted s) ![1, -1] - avg 1 (fun _ => 0) ![1, -1]| := by
  have hs1 : s < 1 := by nlinarith
  have hp : 0 < 1 + s := by linarith
  have hm : 0 < 1 - s := by linarith
  have hu : 0 < 1 - s ^ 2 := by linarith
  have e0 : Real.exp (-1 * tilted s 0) = 1 + s := by
    change Real.exp (-1 * -Real.log (1 + s)) = 1 + s
    rw [neg_mul_neg, one_mul, Real.exp_log hp]
  have e1 : Real.exp (-1 * tilted s 1) = 1 - s := by
    change Real.exp (-1 * -Real.log (1 - s)) = 1 - s
    rw [neg_mul_neg, one_mul, Real.exp_log hm]
  have hz0 : partitionFn 1 (fun _ : Fin 2 => (0 : ℝ)) = 2 := by simp [partitionFn]
  have hz1 : partitionFn 1 (tilted s) = 2 := by
    unfold partitionFn
    rw [Fin.sum_univ_two, e0, e1]
    ring
  have p0 : ∀ i, prob 1 (fun _ : Fin 2 => (0 : ℝ)) i = 1 / 2 := fun i => by
    simp [prob, hz0]
  have a0 : avg 1 (fun _ : Fin 2 => (0 : ℝ)) ![1, -1] = 0 := by
    simp only [avg, Fin.sum_univ_two, p0]
    change (1 / 2 : ℝ) * 1 + 1 / 2 * (-1) = 0
    ring
  have a1 : avg 1 (tilted s) ![1, -1] = s := by
    simp only [avg, prob, Fin.sum_univ_two, hz1, e0, e1]
    change (1 + s) / 2 * 1 + (1 - s) / 2 * (-1) = s
    ring
  have hW : excessWork 1 (fun _ => 0) (tilted s) = -Real.log (1 - s ^ 2) / 2 := by
    have hl : Real.log (1 - s ^ 2) = Real.log (1 + s) + Real.log (1 - s) := by
      rw [← Real.log_mul hp.ne' hm.ne']
      congr 1
      ring
    simp only [excessWork, freeEnergy, hz0, hz1, avg, Fin.sum_univ_two, p0]
    change 1 / 2 * (-Real.log (1 + s) - 0) + 1 / 2 * (-Real.log (1 - s) - 0)
      - (-Real.log 2 / 1 - -Real.log 2 / 1) = _
    rw [hl]
    ring
  -- the excess work is at most `s² / (2 (1 - s²))`
  have hb : -Real.log (1 - s ^ 2) / 2 ≤ s ^ 2 / (1 - s ^ 2) / 2 := by
    have h1 := Real.log_le_sub_one_of_pos (inv_pos.2 hu)
    rw [Real.log_inv] at h1
    have h2 : (1 - s ^ 2)⁻¹ - 1 = s ^ 2 / (1 - s ^ 2) := by
      have hu' := hu.ne'
      rw [eq_div_iff hu', sub_mul, inv_mul_cancel₀ hu']
      ring
    linarith
  have hlt : c * (-Real.log (1 - s ^ 2) / 2) < (s / 2) ^ 2 := by
    have h1 : 2 * c / (1 - s ^ 2) < 1 := (div_lt_one hu).2 (by linarith)
    have h2 : 0 < (s / 2) ^ 2 := by positivity
    calc c * (-Real.log (1 - s ^ 2) / 2)
        ≤ c * (s ^ 2 / (1 - s ^ 2) / 2) := mul_le_mul_of_nonneg_left hb hc
      _ = 2 * c / (1 - s ^ 2) * (s / 2) ^ 2 := by ring
      _ < (s / 2) ^ 2 := by nlinarith
  rw [a0, a1, hW, sub_zero, abs_of_pos hs]
  linarith [(Real.sqrt_lt' (by positivity : 0 < s / 2)).2 hlt]

end

end ReferenceAverageError
```

```lean
#print axioms ReferenceAverageError.reference_average_error
#print axioms ReferenceAverageError.population_error
#print axioms ReferenceAverageError.one_half_optimal
```

```
'ReferenceAverageError.reference_average_error' depends on axioms: [propext, Classical.choice, Quot.sound]
'ReferenceAverageError.population_error' depends on axioms: [propext, Classical.choice, Quot.sound]
'ReferenceAverageError.one_half_optimal' depends on axioms: [propext, Classical.choice, Quot.sound]
```

## Reading the bound in a perturbation calculation

In free-energy perturbation, a run with $U_0$ supplies $\langle dU\rangle_0$ and $dF=-\beta^{-1}\ln\langle e^{-\beta\,dU}\rangle_0$. If $\beta\langle dU\rangle_0=1.52$ and $\beta\,dF=1.50$, then $\beta W=0.02$, and for a finite set of states no population read from the reference run is off by more than $\sqrt{0.01}=0.1$. These are exact ensemble averages; sampled values give an estimate of the bound.
